# Rate of change of a four-bond polarizability under bending at fixed bond length

In a bond-polarizability model, each of four bonds with direction u contributes a(r) I + g(r)(u uᵀ − I/3) to the molecule's 3 × 3 polarizability tensor. `bending_derivative` states that, when all four bonds keep the same fixed length r and their directions move with velocities v at time t, each entry of the tensor changes at the rate given by that entry of g(r) ∑ (v uᵀ + u vᵀ). The functions a and g are arbitrary, and the directions need not be unit vectors, though only for unit vectors is the anisotropic part traceless. The proof applies the product rule to each bond, sums the four results, multiplies by g(r) and adds a constant, then tries to match this derivative statement with the required one.

An attempt in Lean 4 with a fault in it:

```lean
import Mathlib

open Matrix

namespace BendingDerivative

noncomputable section

/-- Bond-polarizability model for four bonds with lengths `r b` and directions `u b`:
each bond adds an isotropic part `a` and an anisotropic part `g` along its direction. -/
def polarizability (a g : ℝ → ℝ) (r : Fin 4 → ℝ) (u : Fin 4 → Fin 3 → ℝ) :
    Matrix (Fin 3) (Fin 3) ℝ :=
  ∑ b, (a (r b) • (1 : Matrix (Fin 3) (Fin 3) ℝ) +
    g (r b) • (vecMulVec (u b) (u b) - (1 / 3 : ℝ) • (1 : Matrix (Fin 3) (Fin 3) ℝ)))

/-- The tensor `g ∑ (v uᵀ + u vᵀ)` built from bond directions `u` and their velocities `v`. -/
def bendingTensor (g : ℝ) (u v : Fin 4 → Fin 3 → ℝ) : Matrix (Fin 3) (Fin 3) ℝ :=
  g • ∑ b, (vecMulVec (v b) (u b) + vecMulVec (u b) (v b))

/-- Bending motion: at fixed common bond length and for differentiable directions, the
polarizability changes at the rate `g(r) ∑ (u' uᵀ + u u'ᵀ)`, whatever the function `a`. -/
theorem bending_derivative (a g : ℝ → ℝ) (r : ℝ) {t : ℝ} {u : ℝ → Fin 4 → Fin 3 → ℝ}
    {v : Fin 4 → Fin 3 → ℝ} (hv : ∀ b i, HasDerivAt (fun s => u s b i) (v b i) t)
    (i j : Fin 3) :
    HasDerivAt (fun s => polarizability a g (fun _ => r) (u s) i j)
      (bendingTensor (g r) (u t) v i j) t := by
  -- product rule for each bond
  have hb := fun b => (hv b i).fun_mul (hv b j)
  have h := ((((hb 0).fun_add (hb 1)).fun_add (hb 2)).fun_add (hb 3)).const_mul (g r)
  have h' := h.const_add ((4 * a r - 4 / 3 * g r) * (1 : Matrix (Fin 3) (Fin 3) ℝ) i j)
  convert h' using 1
  · funext s
    simp only [polarizability, Fin.sum_univ_four, Matrix.add_apply, Matrix.smul_apply,
      Matrix.sub_apply, vecMulVec_apply, smul_eq_mul]
    ring
  · simp only [bendingTensor, Fin.sum_univ_four, Matrix.add_apply, Matrix.smul_apply,
      vecMulVec_apply, smul_eq_mul]

end

end BendingDerivative
```

Messages:

```
Main.lean:32:4: error: Tactic `apply` failed: could not unify the conclusion of `@funext`
  ?f = ?g
with the goal
  Real.instAddCommGroup = Real.normedAddCommGroup.toAddCommGroup

Note: The full type of `@funext` is
  ∀ {α : Sort ?u.94} {β : α → Sort ?u.93} {f g : (x : α) → β x}, (∀ (x : α), f x = g x) → f = g

case e'_4
a g : ℝ → ℝ
r t : ℝ
u : ℝ → Fin 4 → Fin 3 → ℝ
v : Fin 4 → Fin 3 → ℝ
hv : ∀ (b : Fin 4) (i : Fin 3), HasDerivAt (fun s => u s b i) (v b i) t
i j : Fin 3
hb : ∀ (b : Fin 4), HasDerivAt (fun i_1 => u i_1 b i * u i_1 b j) (v b i * u t b j + u t b i * v b j) t
h :
  HasDerivAt (fun y => g r * (u y 0 i * u y 0 j + u y 1 i * u y 1 j + u y 2 i * u y 2 j + u y 3 i * u y 3 j))
    (g r *
      (v 0 i * u t 0 j + u t 0 i * v 0 j + (v 1 i * u t 1 j + u t 1 i * v 1 j) + (v 2 i * u t 2 j + u t 2 i * v 2 j) +
        (v 3 i * u t 3 j + u t 3 i * v 3 j)))
    t
h' :
  HasDerivAt
    (fun x =>
      (4 * a r - 4 / 3 * g r) * 1 i j +
        g r * (u x 0 i * u x 0 j + u x 1 i * u x 1 j + u x 2 i * u x 2 j + u x 3 i * u x 3 j))
    (g r *
      (v 0 i * u t 0 j + u t 0 i * v 0 j + (v 1 i * u t 1 j + u t 1 i * v 1 j) + (v 2 i * u t 2 j + u t 2 i * v 2 j) +
        (v 3 i * u t 3 j + u t 3 i * v 3 j)))
    t
⊢ Real.instAddCommGroup = Real.normedAddCommGroup.toAddCommGroup
Main.lean:36:4: error: `simp` made no progress
Main.lean:26:45: error: unsolved goals
case e'_8
a g : ℝ → ℝ
r t : ℝ
u : ℝ → Fin 4 → Fin 3 → ℝ
v : Fin 4 → Fin 3 → ℝ
hv : ∀ (b : Fin 4) (i : Fin 3), HasDerivAt (fun s => u s b i) (v b i) t
i j : Fin 3
hb : ∀ (b : Fin 4), HasDerivAt (fun i_1 => u i_1 b i * u i_1 b j) (v b i * u t b j + u t b i * v b j) t
h :
  HasDerivAt (fun y => g r * (u y 0 i * u y 0 j + u y 1 i * u y 1 j + u y 2 i * u y 2 j + u y 3 i * u y 3 j))
    (g r *
      (v 0 i * u t 0 j + u t 0 i * v 0 j + (v 1 i * u t 1 j + u t 1 i * v 1 j) + (v 2 i * u t 2 j + u t 2 i * v 2 j) +
        (v 3 i * u t 3 j + u t 3 i * v 3 j)))
    t
h' :
  HasDerivAt
    (fun x =>
      (4 * a r - 4 / 3 * g r) * 1 i j +
        g r * (u x 0 i * u x 0 j + u x 1 i * u x 1 j + u x 2 i * u x 2 j + u x 3 i * u x 3 j))
    (g r *
      (v 0 i * u t 0 j + u t 0 i * v 0 j + (v 1 i * u t 1 j + u t 1 i * v 1 j) + (v 2 i * u t 2 j + u t 2 i * v 2 j) +
        (v 3 i * u t 3 j + u t 3 i * v 3 j)))
    t
⊢ (fun s => polarizability a g (fun x => r) (u s) i j) = fun x =>
    (4 * a r - 4 / 3 * g r) * 1 i j +
      g r * (u x 0 i * u x 0 j + u x 1 i * u x 1 j + u x 2 i * u x 2 j + u x 3 i * u x 3 j)

case e'_9
a g : ℝ → ℝ
r t : ℝ
u : ℝ → Fin 4 → Fin 3 → ℝ
v : Fin 4 → Fin 3 → ℝ
hv : ∀ (b : Fin 4) (i : Fin 3), HasDerivAt (fun s => u s b i) (v b i) t
i j : Fin 3
hb : ∀ (b : Fin 4), HasDerivAt (fun i_1 => u i_1 b i * u i_1 b j) (v b i * u t b j + u t b i * v b j) t
h :
  HasDerivAt (fun y => g r * (u y 0 i * u y 0 j + u y 1 i * u y 1 j + u y 2 i * u y 2 j + u y 3 i * u y 3 j))
    (g r *
      (v 0 i * u t 0 j + u t 0 i * v 0 j + (v 1 i * u t 1 j + u t 1 i * v 1 j) + (v 2 i * u t 2 j + u t 2 i * v 2 j) +
        (v 3 i * u t 3 j + u t 3 i * v 3 j)))
    t
h' :
  HasDerivAt
    (fun x =>
      (4 * a r - 4 / 3 * g r) * 1 i j +
        g r * (u x 0 i * u x 0 j + u x 1 i * u x 1 j + u x 2 i * u x 2 j + u x 3 i * u x 3 j))
    (g r *
      (v 0 i * u t 0 j + u t 0 i * v 0 j + (v 1 i * u t 1 j + u t 1 i * v 1 j) + (v 2 i * u t 2 j + u t 2 i * v 2 j) +
        (v 3 i * u t 3 j + u t 3 i * v 3 j)))
    t
⊢ bendingTensor (g r) (u t) v i j =
    g r *
      (v 0 i * u t 0 j + u t 0 i * v 0 j + (v 1 i * u t 1 j + u t 1 i * v 1 j) + (v 2 i * u t 2 j + u t 2 i * v 2 j) +
        (v 3 i * u t 3 j + u t 3 i * v 3 j))
```

What went wrong. `convert h' using 1` was expected to leave two goals, equality of the functions and equality of the derivatives. It also produced goals about implicit arguments. The first asks that two additive group structures on ℝ be equal; this isn't an equality of functions in the form `funext` needs, so the first bullet fails. The second bullet also lands on a goal it wasn't written for, where `simp` makes no progress; the messages don't show that goal. The two intended equalities, `e'_8` and `e'_9`, are therefore left unsolved.

The repair names the two replacements instead. `congr_deriv` asks only for equality of the derivative values, and `congr_of_eventuallyEq` allows the function to be replaced by one that agrees with it near t. Here `Filter.Eventually.of_forall` supplies agreement at every `s`, so `funext` is no longer needed. `refine` accepts the two group structures as the same by unfolding definitions, leaving no separate goal for them. The bullets are swapped because the derivative goal now comes first; their `simp only` lists and the `ring` step are unchanged.

This version goes through:

```diff
@@ -29,11 +29,10 @@
   have h := ((((hb 0).fun_add (hb 1)).fun_add (hb 2)).fun_add (hb 3)).const_mul (g r)
   have h' := h.const_add ((4 * a r - 4 / 3 * g r) * (1 : Matrix (Fin 3) (Fin 3) ℝ) i j)
-  convert h' using 1
-  · funext s
-    simp only [polarizability, Fin.sum_univ_four, Matrix.add_apply, Matrix.smul_apply,
+  refine (h'.congr_deriv ?_).congr_of_eventuallyEq (Filter.Eventually.of_forall fun s => ?_)
+  · simp only [bendingTensor, Fin.sum_univ_four, Matrix.add_apply, Matrix.smul_apply,
+      vecMulVec_apply, smul_eq_mul]
+  · simp only [polarizability, Fin.sum_univ_four, Matrix.add_apply, Matrix.smul_apply,
       Matrix.sub_apply, vecMulVec_apply, smul_eq_mul]
     ring
-  · simp only [bendingTensor, Fin.sum_univ_four, Matrix.add_apply, Matrix.smul_apply,
-      vecMulVec_apply, smul_eq_mul]
 
 end
```
